# Core-level shifts from charged valence shells: the charge-potential formula when no neighbour's shell encloses the nucleus

To estimate an initial-state core-level shift from a set of atomic charges, one can add a term for the atom's own charge to the point-charge potentials of the other atoms. If each charge sits on an infinitely thin, uniform spherical valence shell centred on its nucleus, and no other atom's shell encloses the nucleus in question, this sum is exact:

$$V_i=\frac{q_i}{R_i}+\sum_{j\neq i}\frac{q_j}{d_{ij}}.$$

Here $q_i$ is the net charge of atom $i$, $R_i$ its shell radius and $d_{ij}$ the distance between nuclei $i$ and $j$. In atomic units, $V_i$ is the potential of these net charges at nucleus $i$, in hartree per elementary charge. The shift is measured from the neutral, isolated atom, whose valence shell is taken to have the same radius $R_i$: a positive $V_i$ raises the binding energy of a core electron, which is treated as sitting at the nucleus, above its value there.

```lean
import Mathlib

noncomputable section

namespace ChargePotentialModel
```

## The shell and its potential

Take one shell of radius $R$ and a core at distance $d$ from its centre. Let $u$ be the cosine of the angle between the core and a shell point, both seen from the centre. By the law of cosines their separation is

$$s(u)=\sqrt{R^2+d^2-2Rdu}.$$

```lean
/-- Distance between a core at distance `d` from the centre of a shell of radius `R`
and a shell point whose direction makes an angle of cosine `u` with the core
(for `R, d ≥ 0` and `-1 ≤ u ≤ 1`). -/
def separation (R d u : ℝ) : ℝ := Real.sqrt (R ^ 2 + d ^ 2 - 2 * R * d * u)
```

A uniform shell has the surface average $\frac{1}{4\pi}\int_0^{2\pi}d\varphi\int_{-1}^{1}du$, where $\varphi$ is the azimuth. Since $s$ does not depend on $\varphi$, the potential of a charge $q$ is

$$\frac q2\int_{-1}^{1}\frac{du}{s(u)}.$$

The definition starts from this reduced integral, so the uniform surface measure enters as part of the model.

```lean
/-- Potential, in atomic units, of a charge `q` spread uniformly over a shell of radius `R > 0`,
at distance `d ≥ 0` from its centre. The integrand has a zero denominator only
at `u = 1` when `R = d`. -/
def shellPotential (q R d : ℝ) : ℝ :=
  q * (1 / 2 * ∫ u in (-1 : ℝ)..1, 1 / separation R d u)
```

In a molecule the potentials add. The finite type `ι` labels the atoms, `x` gives the nuclear positions in three-dimensional Euclidean space, and `q` and `R` give the charges and radii. The term $j=i$ has distance zero: the core sits at the centre of its own shell. Only net charges enter. A neutral atom, modelled as a point-like ion core at the centre of its valence shell, has no potential outside that shell but does have one inside. With the radius of shell $i$ the same as in the neutral, isolated atom, the sum is therefore the full shift from that atom when no other shell encloses nucleus $i$, as the final theorem assumes; otherwise it leaves out this neutral part.

```lean
/-- Shift at nucleus `i`: the sum of the potentials of the valence shells of all atoms,
with charges `q`, positive radii `R` and nuclear positions `x`. -/
def coreShift {ι : Type*} [Fintype ι] (q R : ι → ℝ)
    (x : ι → EuclideanSpace ℝ (Fin 3)) (i : ι) : ℝ :=
  ∑ j, shellPotential (q j) (R j) (dist (x i) (x j))
```

The formula for $s$ can be checked in Cartesian coordinates. With the core at $(0,0,d)$ and the shell point at $(R\sqrt{1-u^2}\cos\varphi,\ R\sqrt{1-u^2}\sin\varphi,\ Ru)$, the squared distance is

$$R^2(1-u^2)+(Ru-d)^2=R^2+d^2-2Rdu.$$

The final `linear_combination` uses the same two facts, $\sin^2\varphi+\cos^2\varphi=1$ and $(\sqrt{1-u^2})^2=1-u^2$.

```lean
/-- The Euclidean distance from a point of the shell, given by its polar cosine `u` and
azimuth `φ`, to a core on the polar axis is `separation R d u`. -/
theorem dist_shell_point (R d φ : ℝ) {u : ℝ} (hu : u ∈ Set.Icc (-1 : ℝ) 1) :
    dist (!₂[R * Real.sqrt (1 - u ^ 2) * Real.cos φ,
        R * Real.sqrt (1 - u ^ 2) * Real.sin φ, R * u] : EuclideanSpace ℝ (Fin 3))
      !₂[0, 0, d] = separation R d u := by
  have h0 : 0 ≤ 1 - u ^ 2 := by
    nlinarith [mul_nonneg (sub_nonneg.mpr hu.1) (sub_nonneg.mpr hu.2)]
  have hs := Real.sq_sqrt h0
  have hc := Real.sin_sq_add_cos_sq φ
  rw [EuclideanSpace.dist_eq, Fin.sum_univ_three]
  unfold separation
  congr 1
  simp only [Real.dist_eq, sq_abs]
  show (R * Real.sqrt (1 - u ^ 2) * Real.cos φ - 0) ^ 2
    + (R * Real.sqrt (1 - u ^ 2) * Real.sin φ - 0) ^ 2 + (R * u - d) ^ 2
    = R ^ 2 + d ^ 2 - 2 * R * d * u
  linear_combination R ^ 2 * Real.sqrt (1 - u ^ 2) ^ 2 * hc + R ^ 2 * hs
```

For $d=0$ the separation is $\sqrt{R^2}=R$ at every $u$. This case is kept apart because the antiderivative below divides by $d$.

```lean
/-- A core at the centre of the shell is at distance `R` from every shell point. -/
theorem separation_centre {R : ℝ} (hR : 0 < R) (u : ℝ) : separation R 0 u = R := by
  unfold separation
  rw [show R ^ 2 + 0 ^ 2 - 2 * R * 0 * u = R ^ 2 by ring, Real.sqrt_sq hR.le]
```

## Integrating the inverse separation

Let $R,d>0$. For $u<1$,

$$s(u)^2=(R-d)^2+2Rd(1-u)>0,$$

so the square root is differentiable, with $s'(u)=-Rd/s(u)$. Therefore

$$\frac{d}{du}\left(-\frac{s(u)}{Rd}\right)=\frac{1}{s(u)}.$$

In the proof, `hpos` is the positivity, `h1` differentiates the squared distance, and the chain rule for the square root does the rest.

```lean
/-- The inverse separation is the derivative of `-separation / (R d)` with respect to the polar
cosine, for `R, d > 0` and `u < 1`. -/
theorem hasDerivAt_separation {R d u : ℝ} (hR : 0 < R) (hd : 0 < d) (hu : u < 1) :
    HasDerivAt (fun v => -separation R d v / (R * d)) (1 / separation R d u) u := by
  unfold separation
  -- the squared distance is (R - d)² + 2 R d (1 - u)
  have hpos : 0 < R ^ 2 + d ^ 2 - 2 * R * d * u := by
    nlinarith [sq_nonneg (R - d), mul_pos (mul_pos hR hd) (sub_pos.mpr hu)]
  have h1 : HasDerivAt (fun v : ℝ => R ^ 2 + d ^ 2 - 2 * R * d * v) (-(2 * R * d)) u :=
    (((hasDerivAt_id' u).const_mul (2 * R * d)).const_sub (R ^ 2 + d ^ 2)).congr_deriv
      (by ring)
  have hs := (Real.sqrt_pos.mpr hpos).ne'
  have hR' := hR.ne'
  have hd' := hd.ne'
  refine ((h1.sqrt hpos.ne').fun_neg.div_const (R * d)).congr_deriv ?_
  show -(-(2 * R * d) / (2 * Real.sqrt (R ^ 2 + d ^ 2 - 2 * R * d * u))) / (R * d)
    = 1 / Real.sqrt (R ^ 2 + d ^ 2 - 2 * R * d * u)
  generalize Real.sqrt (R ^ 2 + d ^ 2 - 2 * R * d * u) = s at hs ⊢
  field_simp
```

When $R=d$, the core lies on the shell and the integrand diverges at $u=1$ like $(1-u)^{-1/2}$. It is still integrable: for $b<1$,

$$\int_{-1}^{b}\frac{du}{s(u)}=\frac{s(-1)-s(b)}{Rd},$$

which stays bounded as $b\to1$, and the integrand is nonnegative. The Lean proof uses the general form of this argument: a function continuous on the closed interval, with a nonnegative derivative inside, has an integrable derivative. For $d=0$ the integrand is the constant $1/R$.

```lean
/-- The inverse separation is integrable over the shell, also when the core lies on it. -/
theorem intervalIntegrable_inv_separation {R d : ℝ} (hR : 0 < R) (hd : 0 ≤ d) :
    IntervalIntegrable (fun u => 1 / separation R d u) MeasureTheory.volume (-1) 1 := by
  rcases hd.eq_or_lt with rfl | hd
  · simp only [separation_centre hR]
    exact intervalIntegrable_const
  · have hcont : Continuous (fun u => -separation R d u / (R * d)) := by
      unfold separation
      fun_prop
    -- a nonnegative derivative of a continuous function is integrable
    refine intervalIntegral.intervalIntegrable_deriv_of_nonneg hcont.continuousOn ?_ ?_
    · intro u hu
      have h := hu.2
      rw [max_eq_right (by norm_num : (-1 : ℝ) ≤ 1)] at h
      exact hasDerivAt_separation hR hd h
    · intro u _
      exact one_div_nonneg.mpr (Real.sqrt_nonneg _)
```

The fundamental theorem of calculus now needs only the endpoint values $s(1)=|R-d|$ and $s(-1)=R+d$:

$$\frac12\int_{-1}^{1}\frac{du}{s(u)}=\frac{R+d-|R-d|}{2Rd}.$$

If $R\le d$, the numerator is $2R$ and the result is $1/d$. If $R\ge d$, it is $2d$ and the result is $1/R$. Both cases read $1/\max(R,d)$, as does $d=0$, where the average is $1/R$.

The absolute value matters when $R<d$. Writing $s(1)=R-d$ gives $1/R$ everywhere, as if every core were inside the shell.

In the proof, `key` is the fundamental theorem, `e1` and `e2` are the endpoint values, and `le_total` splits the two cases.

```lean
/-- The average inverse distance from a core to the points of a spherical shell is the inverse
of the larger of the shell radius and the distance of the core from the centre. -/
theorem shell_average {R d : ℝ} (hR : 0 < R) (hd : 0 ≤ d) :
    1 / 2 * ∫ u in (-1 : ℝ)..1, 1 / separation R d u = 1 / max R d := by
  have hint := intervalIntegrable_inv_separation hR hd
  rcases hd.eq_or_lt with rfl | hd
  · simp only [separation_centre hR, intervalIntegral.integral_const, max_eq_left hR.le,
      smul_eq_mul]
    ring
  · have hcont : Continuous (fun u => -separation R d u / (R * d)) := by
      unfold separation
      fun_prop
    have key : ∫ u in (-1 : ℝ)..1, 1 / separation R d u
        = -separation R d 1 / (R * d) - -separation R d (-1) / (R * d) :=
      intervalIntegral.integral_eq_sub_of_hasDerivAt_of_le (by norm_num) hcont.continuousOn
        (fun u hu => hasDerivAt_separation hR hd hu.2) hint
    -- nearest and farthest points of the shell
    have e1 : separation R d 1 = |R - d| := by
      unfold separation
      rw [← Real.sqrt_sq_eq_abs]
      congr 1
      ring
    have e2 : separation R d (-1) = R + d := by
      unfold separation
      rw [show R ^ 2 + d ^ 2 - 2 * R * d * (-1) = (R + d) ^ 2 by ring,
        Real.sqrt_sq (by positivity)]
    have hR' := hR.ne'
    have hd' := hd.ne'
    rw [key, e1, e2, ← sub_div]
    rcases le_total R d with h | h
    · rw [abs_of_nonpos (sub_nonpos.mpr h), max_eq_right h,
        show -(-(R - d)) - -(R + d) = 2 * R by ring]
      field_simp
    · rw [abs_of_nonneg (sub_nonneg.mpr h), max_eq_left h,
        show -(R - d) - -(R + d) = 2 * d by ring]
      field_simp
```

Multiplying by the charge gives the potential $q/\max(R,d)$: constant inside the shell, Coulombic outside, and continuous across it.

```lean
/-- A charged shell produces the potential `q / max R d` at distance `d` from its centre. -/
theorem shellPotential_eq {R d : ℝ} (q : ℝ) (hR : 0 < R) (hd : 0 ≤ d) :
    shellPotential q R d = q / max R d := by
  unfold shellPotential
  rw [shell_average hR hd, mul_one_div]
```

For a nonzero charge and $d>0$, the point-charge value $q/d$ is therefore correct exactly when $R\le d$. If $R>d$, the potential is $q/R$, and equating it to $q/d$ would force $R=d$, a contradiction.

```lean
/-- At a point away from its centre, a charged shell has the same potential as an equal point charge
at the centre exactly when the point is not inside the shell. -/
theorem shellPotential_eq_point_iff {q R d : ℝ} (hq : q ≠ 0) (hR : 0 < R) (hd : 0 < d) :
    shellPotential q R d = q / d ↔ R ≤ d := by
  rw [shellPotential_eq q hR hd.le]
  constructor
  · intro h
    by_contra hlt
    rw [max_eq_left (not_le.mp hlt).le, div_eq_div_iff hR.ne' hd.ne'] at h
    exact hlt (mul_left_cancel₀ hq h).ge
  · intro h
    rw [max_eq_right h]
```

## Summing over the molecule

Split the sum for nucleus $i$ into its own term and the rest. The own term has $d=0$ and gives $q_i/R_i$. Every other term has $R_j\le d_{ij}$ and gives $q_j/d_{ij}$.

In the theorem, `hR` makes all radii positive and `hsep` is the condition $R_j\le d_{ij}$ for $j\ne i$. It concerns only the chosen nucleus: shells may overlap one another, and the shell of atom $i$ may enclose other nuclei. For a single atom the remaining sum is empty.

```lean
/-- Charge-potential model: if no other atom's valence shell encloses nucleus `i`, the shift there
is `q i / R i` from its own shell plus the point-charge potentials of all other atoms. -/
theorem charge_potential_model {ι : Type*} [Fintype ι] [DecidableEq ι] (q R : ι → ℝ)
    (x : ι → EuclideanSpace ℝ (Fin 3)) (i : ι) (hR : ∀ j, 0 < R j)
    (hsep : ∀ j, j ≠ i → R j ≤ dist (x i) (x j)) :
    coreShift q R x i
      = q i / R i + ∑ j ∈ Finset.univ.erase i, q j / dist (x i) (x j) := by
  unfold coreShift
  -- separate the atom's own shell from its surroundings
  rw [← Finset.add_sum_erase _ _ (Finset.mem_univ i)]
  congr 1
  · rw [dist_self, shellPotential_eq (q i) (hR i) le_rfl, max_eq_left (hR i).le]
  · refine Finset.sum_congr rfl ?_
    intro j hj
    rw [shellPotential_eq (q j) (hR j) dist_nonneg,
      max_eq_right (hsep j (Finset.ne_of_mem_erase hj))]

end ChargePotentialModel
```

```lean
#print axioms ChargePotentialModel.dist_shell_point
#print axioms ChargePotentialModel.shellPotential_eq_point_iff
#print axioms ChargePotentialModel.charge_potential_model
```

```
'ChargePotentialModel.dist_shell_point' depends on axioms: [propext, Classical.choice, Quot.sound]
'ChargePotentialModel.shellPotential_eq_point_iff' depends on axioms: [propext, Classical.choice, Quot.sound]
'ChargePotentialModel.charge_potential_model' depends on axioms: [propext, Classical.choice, Quot.sound]
```

As a numerical instance, take two atoms 2 bohr apart with charges $q_1=+0.5$ and $q_2=-0.5$ and radii $R_1=1$ and $R_2=1.5$ bohr. Shell 2 does not reach nucleus 1, so

$$V_1=\frac{0.5}{1}-\frac{0.5}{2}=0.25,$$

which raises the core binding energy by 0.25 hartree, about 6.8 eV.

The result supports initial-state estimates of photoemission shifts from atomic charges, within a model of rigid, spherical, infinitely thin shells. The charges and radii are inputs. Relaxation of the valence electrons around the core hole, which is the final-state contribution, is absent, as are the radial spread of real valence orbitals and the finite size of the core orbital.
